# Correlation energy over a fixed compact set of states: concave in the coupling, and nonincreasing per unit positive coupling

Suppose a scan over the interaction strength $s$ reports a correlation energy of $-0.10$ at $s=0.5$ and $-0.15$ at $s=1$. Both values are negative and the second is larger in magnitude, so nothing looks wrong. Yet per unit coupling they are $-0.20$ and $-0.15$, and exact minimisation over one fixed compact set of states cannot produce that rise. A check of sign and growth alone lets the faulty table pass.

Take a Hamiltonian $T+sW$, where $T$ is the uncoupled part and $W$ the interaction. Let $F(s)$ be its lowest energy over a set $K$ of allowed states, and let $\varphi$ be a minimiser at $s=0$. The correlation energy is

$$E_c(s)=F(s)-F(0)-s\langle\varphi,W\varphi\rangle .$$

If $K$ holds the normalised states with a prescribed density in a finite basis, this is the correlation energy along the adiabatic connection of density-functional theory, with a pure-state search. If $K$ is the whole unit sphere and the lowest level of $T$ is nondegenerate, it is the energy beyond first-order perturbation theory.

## States, energies and the coupling

```lean
import Mathlib

open Matrix

namespace CorrelationCoupling

noncomputable section

variable {n : Type*} [Fintype n]
```

The first line loads the mathematical library Mathlib. The finite type `n` labels basis states, for example Slater determinants, so everything below is finite-dimensional.

```lean
/-- The energy of the state `ψ` for the operator `A`: the real part of `⟨ψ, A ψ⟩`. -/
def expect (A : Matrix n n ℂ) (ψ : n → ℂ) : ℝ := (star ψ ⬝ᵥ A *ᵥ ψ).re
```

A state `ψ : n → ℂ` is a list of complex amplitudes, and `Matrix n n ℂ` is the type of operators. The symbol `*ᵥ` applies a matrix to a vector, and `⬝ᵥ` sums products of components. With `star` conjugating the left factor, the definition reads $\langle A\rangle_\psi=\mathrm{Re}\,\langle\psi,A\psi\rangle$. There is no division by the norm.

```lean
/-- `φ` belongs to the set `K` of admissible states and has the lowest energy of `A` there. -/
def IsGround (K : Set (n → ℂ)) (A : Matrix n n ℂ) (φ : n → ℂ) : Prop :=
  φ ∈ K ∧ ∀ χ ∈ K, expect A φ ≤ expect A χ
```

`IsGround K A φ` says that $\varphi$ lies in $K$ and that $\langle A\rangle_\varphi\le\langle A\rangle_\chi$ for every $\chi$ in $K$. It is a ground state relative to $K$, and need not be an eigenvector of $A$.

```lean
/-- The infimum `F(s)` of the energies of `T + s W` over the admissible states. -/
def groundEnergy (K : Set (n → ℂ)) (T W : Matrix n n ℂ) (s : ℝ) : ℝ :=
  sInf (expect (T + (s : ℂ) • W) '' K)
```

This is $F(s)$: `''` forms the set of energies attained on $K$, and `sInf` takes its infimum. The coupling is a real number, written `(s : ℂ)` where it multiplies a complex matrix.

```lean
/-- The correlation energy `Ec(s) = F(s) - F(0) - s ⟨φ, W φ⟩` relative to the state `φ`. -/
def correlationEnergy (K : Set (n → ℂ)) (T W : Matrix n n ℂ) (φ : n → ℂ) (s : ℝ) : ℝ :=
  groundEnergy K T W s - groundEnergy K T W 0 - s * expect W φ
```

This is $E_c(s)$ as displayed above. The state $\varphi$ is an argument because a degenerate $T$ may have several minimisers, each with its own $\langle W\rangle_\varphi$.

```lean
/-- For a Hermitian operator the energy is the full expectation value `⟨ψ, A ψ⟩`. -/
theorem expect_of_isHermitian {A : Matrix n n ℂ} (hA : A.IsHermitian) (ψ : n → ℂ) :
    ((expect A ψ : ℝ) : ℂ) = star ψ ⬝ᵥ A *ᵥ ψ := by
  have h : star (star ψ ⬝ᵥ A *ᵥ ψ) = star ψ ⬝ᵥ A *ᵥ ψ := by
    rw [← Matrix.star_dotProduct, Matrix.star_mulVec, hA.eq, ← Matrix.dotProduct_mulVec]
  exact Complex.conj_eq_iff_re.mp h
```

For Hermitian $A$, $\overline{\langle\psi,A\psi\rangle}=\langle\psi,A^\dagger\psi\rangle=\langle\psi,A\psi\rangle$. The expectation value is therefore real, and taking the real part loses nothing. The later theorems do not need Hermiticity and do not assume it.

```lean
/-- The energy of a fixed state is affine in the coupling constant. -/
theorem expect_coupling (T W : Matrix n n ℂ) (s : ℝ) (ψ : n → ℂ) :
    expect (T + (s : ℂ) • W) ψ = expect T ψ + s * expect W ψ := by
  simp [expect, Matrix.add_mulVec, Matrix.smul_mulVec, dotProduct_add, dotProduct_smul]
```

For a fixed state the energy is a straight line in $s$:

$$\langle T+sW\rangle_\psi=\langle T\rangle_\psi+s\langle W\rangle_\psi .$$

## Minimisers and trial states

```lean
/-- On a nonempty compact set of states every operator has a state of lowest energy. -/
theorem exists_isGround {K : Set (n → ℂ)} (hK : IsCompact K) (hne : K.Nonempty)
    (A : Matrix n n ℂ) : ∃ ψ, IsGround K A ψ := by
  have hc : Continuous (fun ψ : n → ℂ => expect A ψ) := by
    simp only [expect, Matrix.mulVec, dotProduct, Pi.star_apply]
    refine Complex.continuous_re.comp ?_
    fun_prop
  obtain ⟨ψ, hψ, hmin⟩ := hK.exists_isMinOn hne hc.continuousOn
  exact ⟨ψ, hψ, fun χ hχ => isMinOn_iff.mp hmin χ hχ⟩
```

The energy is a polynomial in the real and imaginary parts of the amplitudes, hence continuous, and a continuous function on a nonempty compact set attains its minimum. In the proof, `fun_prop` establishes the continuity and `exists_isMinOn` supplies the minimiser.

```lean
/-- The correlation energy is the energy of a minimiser at coupling `s` minus the energy
of the uncoupled minimiser `φ`, both taken with `T + s W`. -/
theorem correlationEnergy_eq {K : Set (n → ℂ)} {T W : Matrix n n ℂ} {φ ψ : n → ℂ} {s : ℝ}
    (hφ : IsGround K T φ) (hψ : IsGround K (T + (s : ℂ) • W) ψ) :
    correlationEnergy K T W φ s =
      (expect T ψ + s * expect W ψ) - (expect T φ + s * expect W φ) := by
  -- a minimiser realises the infimum
  have key : ∀ (u : ℝ) (χ : n → ℂ), IsGround K (T + (u : ℂ) • W) χ →
      groundEnergy K T W u = expect T χ + u * expect W χ := by
    intro u χ h
    have hl : IsLeast (expect (T + (u : ℂ) • W) '' K) (expect (T + (u : ℂ) • W) χ) := by
      refine ⟨Set.mem_image_of_mem _ h.1, ?_⟩
      rintro _ ⟨η, hη, rfl⟩
      exact h.2 η hη
    rw [groundEnergy, hl.csInf_eq, expect_coupling]
  have h0 : IsGround K (T + ((0 : ℝ) : ℂ) • W) φ := by simpa using hφ
  rw [correlationEnergy, key s ψ hψ, key 0 φ h0]
  ring
```

Let $\psi$ be a minimiser at coupling $s$. Then $F(s)=\langle T\rangle_\psi+s\langle W\rangle_\psi$ and $F(0)=\langle T\rangle_\varphi$, so

$$E_c(s)=\big(\langle T\rangle_\psi+s\langle W\rangle_\psi\big)-\big(\langle T\rangle_\varphi+s\langle W\rangle_\varphi\big).$$

The internal statement `key` says that a minimiser realises the infimum. It is used once at $s$ and once at $0$.

```lean
/-- Every admissible trial state gives an upper bound on the correlation energy. -/
theorem correlationEnergy_le {K : Set (n → ℂ)} (hK : IsCompact K) {T W : Matrix n n ℂ}
    {φ χ : n → ℂ} (hφ : IsGround K T φ) (hχ : χ ∈ K) (s : ℝ) :
    correlationEnergy K T W φ s ≤
      (expect T χ + s * expect W χ) - (expect T φ + s * expect W φ) := by
  obtain ⟨ψ, hψ⟩ := exists_isGround hK ⟨φ, hφ.1⟩ (T + (s : ℂ) • W)
  have h := hψ.2 χ hχ
  rw [expect_coupling, expect_coupling] at h
  rw [correlationEnergy_eq hφ hψ]
  linarith
```

Replacing $\psi$ by any other $\chi$ in $K$ cannot lower the first bracket. This is the variational principle for $E_c$:

$$E_c(s)\le\big(\langle T\rangle_\chi+s\langle W\rangle_\chi\big)-\big(\langle T\rangle_\varphi+s\langle W\rangle_\varphi\big).$$

## Concavity, sign and the ratio

```lean
/-- The correlation energy is concave in the coupling constant and never positive, and the
correlation energy per unit coupling is nonincreasing for positive coupling. -/
theorem correlationEnergy_coupling {K : Set (n → ℂ)} (hK : IsCompact K)
    {T W : Matrix n n ℂ} {φ : n → ℂ} (hφ : IsGround K T φ) :
    ConcaveOn ℝ Set.univ (correlationEnergy K T W φ) ∧
    (∀ s, correlationEnergy K T W φ s ≤ 0) ∧
    AntitoneOn (fun s => correlationEnergy K T W φ s / s) (Set.Ioi 0) := by
  refine ⟨⟨convex_univ, ?_⟩, ?_, ?_⟩
  · intro x _ y _ a b ha hb hab
    simp only [smul_eq_mul]
    -- the minimiser at the intermediate coupling is a trial state at both ends
    obtain ⟨ψ, hψ⟩ := exists_isGround hK ⟨φ, hφ.1⟩ (T + ((a * x + b * y : ℝ) : ℂ) • W)
    have hx := mul_le_mul_of_nonneg_left (correlationEnergy_le (W := W) hK hφ hψ.1 x) ha
    have hy := mul_le_mul_of_nonneg_left (correlationEnergy_le (W := W) hK hφ hψ.1 y) hb
    rw [correlationEnergy_eq hφ hψ]
    linear_combination hx + hy + (expect T ψ - expect T φ) * hab
  · intro s
    have h := correlationEnergy_le (W := W) hK hφ hφ.1 s
    linarith
  · intro s hs t ht hst
    have hs' : 0 < s := hs
    have ht' : 0 < t := ht
    -- the minimiser at the weaker coupling is a trial state at the stronger one
    obtain ⟨ψ, hψ⟩ := exists_isGround hK ⟨φ, hφ.1⟩ (T + (s : ℂ) • W)
    have h1 := mul_le_mul_of_nonneg_left (correlationEnergy_le (W := W) hK hφ hψ.1 t) hs'.le
    have h2 := mul_nonneg (sub_nonneg.2 hst) (sub_nonneg.2 (hφ.2 ψ hψ.1))
    change correlationEnergy K T W φ t / t ≤ correlationEnergy K T W φ s / s
    rw [div_le_div_iff₀ ht' hs', correlationEnergy_eq hφ hψ]
    linear_combination h1 + h2
```

The hypotheses are that $K$ is compact and that $\varphi$ minimises $T$ on it, which also makes $K$ nonempty. The three conclusions, joined by `∧`, are concavity on the whole real line, $E_c(s)\le0$ for every real $s$, and a nonincreasing $E_c(s)/s$ on $s>0$, which Lean writes `Set.Ioi 0`. Unit vectors are a special case, since normalisation is not required.

**Concavity.** Take $a,b\ge0$ with $a+b=1$, and let $\psi$ be a minimiser at $ax+by$. Write $\Delta T=\langle T\rangle_\psi-\langle T\rangle_\varphi$ and $\Delta W=\langle W\rangle_\psi-\langle W\rangle_\varphi$. Using $\psi$ as a trial state at both ends gives

$$aE_c(x)+bE_c(y)\le a(\Delta T+x\Delta W)+b(\Delta T+y\Delta W)=\Delta T+(ax+by)\Delta W=E_c(ax+by).$$

In Lean, `hx` and `hy` are the two weighted trial bounds. The tactic `linear_combination` adds them and uses `hab`, which is $a+b=1$, to collect the $\Delta T$ terms.

**Sign.** With $\varphi$ itself as trial state, the right side of the variational bound is zero.

**Ratio.** Let $0<s\le t$, and let $\psi$ now be a minimiser at $s$, with $\Delta T$ and $\Delta W$ defined as before. Then $E_c(s)=\Delta T+s\Delta W$ and $E_c(t)\le\Delta T+t\Delta W$. Since $\varphi$ minimises $T$, $\Delta T\ge0$, and therefore

$$sE_c(t)\le s\Delta T+st\Delta W=tE_c(s)-(t-s)\Delta T\le tE_c(s).$$

Dividing by $st$ gives $E_c(t)/t\le E_c(s)/s$. Here `h1` is the trial bound times $s$, and `h2` is $(t-s)\Delta T\ge0$.

In a coupling scan, this argument becomes a cheap test. Save the state optimised at $s$ and evaluate its energy at $t$. If the run at $t$ ended higher, it has missed the minimum. The ratio test needs only the tabulated energies: when these come from actual states in the same $K$, a violation beyond rounding error means that the run at $t$ or the reference $\varphi$ is not fully minimised.

## When correlation vanishes, and how large it can be

```lean
/-- The correlation energy vanishes at coupling `s` exactly when the uncoupled minimiser
still has the lowest energy of `T + s W`. -/
theorem correlationEnergy_eq_zero_iff {K : Set (n → ℂ)} (hK : IsCompact K)
    {T W : Matrix n n ℂ} {φ : n → ℂ} (hφ : IsGround K T φ) (s : ℝ) :
    correlationEnergy K T W φ s = 0 ↔ IsGround K (T + (s : ℂ) • W) φ := by
  constructor
  · intro h
    refine ⟨hφ.1, fun χ hχ => ?_⟩
    have h1 := correlationEnergy_le (W := W) hK hφ hχ s
    rw [expect_coupling, expect_coupling]
    linarith
  · intro h
    rw [correlationEnergy_eq hφ h]
    ring
```

If $E_c(s)=0$, the variational bound says that no $\chi$ in $K$ has lower energy than $\varphi$ at coupling $s$, so $\varphi$ is still a minimiser there. Conversely, if $\varphi$ is a minimiser at $s$, it can serve as $\psi$ in the energy-difference formula, and the two brackets cancel.

```lean
/-- Once the correlation energy is negative at a positive coupling, it is strictly lower at
every stronger coupling. -/
theorem correlationEnergy_strict {K : Set (n → ℂ)} (hK : IsCompact K)
    {T W : Matrix n n ℂ} {φ : n → ℂ} (hφ : IsGround K T φ) {s t : ℝ} (hs : 0 < s)
    (hst : s < t) (hneg : correlationEnergy K T W φ s < 0) :
    correlationEnergy K T W φ t < correlationEnergy K T W φ s := by
  have ht : 0 < t := hs.trans hst
  have h : correlationEnergy K T W φ t / t ≤ correlationEnergy K T W φ s / s :=
    (correlationEnergy_coupling (W := W) hK hφ).2.2 hs ht hst.le
  rw [div_le_div_iff₀ ht hs] at h
  have h2 := mul_neg_of_pos_of_neg (sub_pos.2 hst) hneg
  exact lt_of_mul_lt_mul_left (a := s) (by linarith) hs.le
```

Let $0<s<t$ and $E_c(s)<0$. The ratio result gives $sE_c(t)\le tE_c(s)$, and $tE_c(s)<sE_c(s)$ because $E_c(s)$ is negative. Cancelling the positive factor $s$ leaves $E_c(t)<E_c(s)$.

```lean
/-- For normalised states and an interaction bounded below by `w`, the correlation energy at
coupling `s ≥ 0` is at least `s (w - ⟨φ, W φ⟩)`. -/
theorem correlationEnergy_lower_bound {K : Set (n → ℂ)} (hK : IsCompact K)
    (hunit : ∀ ψ ∈ K, star ψ ⬝ᵥ ψ = 1) {T W : Matrix n n ℂ} {φ : n → ℂ}
    (hφ : IsGround K T φ) {w : ℝ} (hw : ∀ ψ, w * (star ψ ⬝ᵥ ψ).re ≤ expect W ψ)
    {s : ℝ} (hs : 0 ≤ s) :
    s * (w - expect W φ) ≤ correlationEnergy K T W φ s := by
  obtain ⟨ψ, hψ⟩ := exists_isGround hK ⟨φ, hφ.1⟩ (T + (s : ℂ) • W)
  have h1 := hw ψ
  rw [hunit ψ hψ.1, Complex.one_re, mul_one] at h1
  have h2 := mul_le_mul_of_nonneg_left h1 hs
  have h3 := hφ.2 ψ hψ.1
  rw [correlationEnergy_eq hφ hψ]
  linarith
```

This theorem does assume normalised states, through `hunit`. The number $w$ is a floor for the interaction energy of a normalised state; for a purely repulsive interaction, $w=0$ is allowed. With $\psi$ a minimiser at $s\ge0$, $\langle T\rangle_\psi\ge\langle T\rangle_\varphi$ and $\langle W\rangle_\psi\ge w$, so

$$E_c(s)\ge s\big(\langle W\rangle_\psi-\langle W\rangle_\varphi\big)\ge s\big(w-\langle W\rangle_\varphi\big).$$

## Two levels, solved exactly

```lean
/-- Two levels at energies 0 and 2, coupled by an off-diagonal interaction of strength `s`:
over all unit vectors the lower level minimises `T`, and `Ec(s) = 1 - √(1 + s²)`. -/
theorem twoLevel_correlationEnergy (s : ℝ) :
    IsGround {ψ : Fin 2 → ℂ | star ψ ⬝ᵥ ψ = 1} !![0, 0; 0, 2] ![1, 0] ∧
    correlationEnergy {ψ : Fin 2 → ℂ | star ψ ⬝ᵥ ψ = 1} !![0, 0; 0, 2] !![0, 1; 1, 0]
      ![1, 0] s = 1 - √(1 + s ^ 2) := by
  have eT : ∀ ψ : Fin 2 → ℂ, expect !![0, 0; 0, 2] ψ =
      2 * ((ψ 1).re ^ 2 + (ψ 1).im ^ 2) := by
    intro ψ
    simp [expect, Matrix.mulVec, dotProduct, Fin.sum_univ_two]
    ring
  have eW : ∀ ψ : Fin 2 → ℂ, expect !![0, 1; 1, 0] ψ =
      2 * ((ψ 0).re * (ψ 1).re + (ψ 0).im * (ψ 1).im) := by
    intro ψ
    simp [expect, Matrix.mulVec, dotProduct, Fin.sum_univ_two]
    ring
  have hT0 : expect !![0, 0; 0, 2] ![1, 0] = 0 := by rw [eT]; simp
  have hW0 : expect !![0, 1; 1, 0] ![1, 0] = 0 := by rw [eW]; simp
  have hφ : IsGround {ψ : Fin 2 → ℂ | star ψ ⬝ᵥ ψ = 1} !![0, 0; 0, 2] ![1, 0] := by
    refine ⟨by simp [dotProduct, Fin.sum_univ_two], fun χ _ => ?_⟩
    rw [hT0, eT]
    positivity
  refine ⟨hφ, ?_⟩
  obtain ⟨r, hrdef⟩ : ∃ r, r = √(1 + s ^ 2) := ⟨_, rfl⟩
  have hr : r ^ 2 = 1 + s ^ 2 := by rw [hrdef]; exact Real.sq_sqrt (by positivity)
  have hrpos : 0 < r := by rw [hrdef]; exact Real.sqrt_pos.2 (by positivity)
  -- the normalised lower eigenvector is proportional to (r + 1, -s)
  obtain ⟨c, hc⟩ : ∃ c : ℝ, c ^ 2 * (2 * r * (r + 1)) = 1 := by
    refine ⟨√((2 * r * (r + 1))⁻¹), ?_⟩
    rw [Real.sq_sqrt (by positivity)]
    exact inv_mul_cancel₀ (by positivity)
  obtain ⟨ψ, hψdef⟩ : ∃ ψ : Fin 2 → ℂ,
      ψ = ![((c * (r + 1) : ℝ) : ℂ), ((-(c * s) : ℝ) : ℂ)] := ⟨_, rfl⟩
  have p0 : ψ 0 = ((c * (r + 1) : ℝ) : ℂ) := by rw [hψdef]; rfl
  have p1 : ψ 1 = ((-(c * s) : ℝ) : ℂ) := by rw [hψdef]; rfl
  have hE : expect !![0, 0; 0, 2] ψ + s * expect !![0, 1; 1, 0] ψ = 1 - r := by
    rw [eT, eW, p0, p1]
    simp only [Complex.ofReal_re, Complex.ofReal_im]
    linear_combination (1 - r) * hc + 2 * c ^ 2 * r * hr
  have hψ : IsGround {ψ : Fin 2 → ℂ | star ψ ⬝ᵥ ψ = 1}
      (!![0, 0; 0, 2] + (s : ℂ) • !![0, 1; 1, 0]) ψ := by
    refine ⟨?_, fun χ hχ => ?_⟩
    · have hn : c * (r + 1) * (c * (r + 1)) + -(c * s) * -(c * s) = 1 := by
        linear_combination hc - c ^ 2 * hr
      change star ψ ⬝ᵥ ψ = 1
      simp only [dotProduct, Fin.sum_univ_two, Pi.star_apply, p0, p1, Complex.star_def,
        Complex.conj_ofReal]
      exact_mod_cast hn
    · have h1 : star χ ⬝ᵥ χ = 1 := hχ
      have h2 := congrArg Complex.re h1
      simp [dotProduct, Fin.sum_univ_two] at h2
      rw [expect_coupling, expect_coupling, hE, eT, eW]
      -- complete the square after multiplying by r + 1
      refine le_of_mul_le_mul_left (a := r + 1) ?_ (by positivity)
      have q1 := sq_nonneg (s * (χ 0).re + (r + 1) * (χ 1).re)
      have q2 := sq_nonneg (s * (χ 0).im + (r + 1) * (χ 1).im)
      linear_combination q1 + q2 + (r + 1) * (r - 1) * h2
        - ((χ 0).re ^ 2 + (χ 0).im ^ 2) * hr
  rw [correlationEnergy_eq hφ hψ, hE, hT0, hW0, ← hrdef]
  ring

end

end CorrelationCoupling
```

`Fin 2` has the two labels 0 and 1, and `!![0, 0; 0, 2]` lists a matrix row by row. Here $K$ is the full unit sphere and

$$T+sW=\begin{pmatrix}0&s\\ s&2\end{pmatrix},\qquad \varphi=\begin{pmatrix}1\\0\end{pmatrix}.$$

The eigenvalues are $1\pm r$ with $r=\sqrt{1+s^2}$. Since $F(0)=0$ and $\langle W\rangle_\varphi=0$, $E_c(s)=1-r$.

The proof exhibits the lower eigenvector, $\psi=c\,(r+1,-s)$ with $c^2\cdot2r(r+1)=1$, and `hE` computes its energy as $1-r$. To show that no unit vector $\chi$ does better, let $E$ be its energy, multiply by $r+1>0$, and use $|\chi_0|^2+|\chi_1|^2=1$ and $r^2-1=s^2$:

$$(r+1)\big(E-(1-r)\big)=|s\chi_0+(r+1)\chi_1|^2\ge0 .$$

The facts `q1` and `q2` say that the squares of the real and imaginary parts of $s\chi_0+(r+1)\chi_1$ are nonnegative; their sum is the squared modulus above.

For numbers, take $s=3/4$. Then $r=5/4$, $E_c=-1/4$ and $E_c/s=-1/3$. At $t=4/3$, $r=5/3$, $E_c=-2/3$ and $E_c/t=-1/2$, which is lower, in agreement with the ratio result. The minimiser at $s=3/4$ is $(3,-1)/\sqrt{10}$, with $\langle T\rangle_\psi=0.2$ and $\langle W\rangle_\psi=-0.6$. Reused at $t=4/3$ it gives $0.2-0.8=-0.6$, an upper bound on the exact $-2/3$ that already lies below $(t/s)E_c(s)=-4/9$.

```lean
#print axioms CorrelationCoupling.correlationEnergy_coupling
#print axioms CorrelationCoupling.correlationEnergy_strict
#print axioms CorrelationCoupling.correlationEnergy_lower_bound
#print axioms CorrelationCoupling.twoLevel_correlationEnergy
```

```
'CorrelationCoupling.correlationEnergy_coupling' depends on axioms: [propext, Classical.choice, Quot.sound]
'CorrelationCoupling.correlationEnergy_strict' depends on axioms: [propext, Classical.choice, Quot.sound]
'CorrelationCoupling.correlationEnergy_lower_bound' depends on axioms: [propext, Classical.choice, Quot.sound]
'CorrelationCoupling.twoLevel_correlationEnergy' depends on axioms: [propext, Classical.choice, Quot.sound]
```
